# In a uniformly divided box, three-point and Numerov eigenvalues of $-u''$ are too low and consistent linear finite-element eigenvalues too high

The box is an interval with $u=0$ at both ends. All three discretisations of $-u''=\mu u$ are represented by one grid equation, in which a second difference is balanced against a weighted average of $u$ over three neighbouring nodes. The weights are $(m,1-2m,m)$, and only the number $m$ distinguishes the schemes.

```lean
import Mathlib

open Real

namespace BoxDiscretisation

noncomputable section

/-- A nonzero grid function `u` with zero ends solves the discrete box problem with spacing `h`,
mass stencil `(m, 1 - 2m, m)` and eigenvalue `μ`; the equation is multiplied through by `h²`. -/
def IsBoxMode (m h : ℝ) (N : ℕ) (μ : ℝ) (u : ℕ → ℝ) : Prop :=
  u 0 = 0 ∧ u N = 0 ∧ (∃ i, i < N ∧ u i ≠ 0) ∧
    ∀ i, i + 1 < N → 2 * u (i + 1) - u i - u (i + 2) =
      h ^ 2 * μ * (m * u i + (1 - 2 * m) * u (i + 1) + m * u (i + 2))

/-- The eigenvalue at phase `t` per grid step for mass weight `m`;
the domain is `h ≠ 0` and `2m(1 - cos t) ≠ 1`. -/
def eigenvalue (m h t : ℝ) : ℝ := 2 * (1 - cos t) / (1 - 2 * m * (1 - cos t)) / h ^ 2

lemma cos_bounds {t : ℝ} (h0 : 0 < t) (h1 : t < π) : 0 < 1 - cos t ∧ 0 < 1 + cos t := by
  have hs := sin_pos_of_pos_of_lt_pi h0 h1
  have h := sin_sq_add_cos_sq t
  constructor <;> nlinarith [sq_pos_of_pos hs, neg_one_le_cos t, cos_le_one t]

lemma mass_pos {m t : ℝ} (hm : m ≤ 1 / 4) (h0 : 0 < t) (h1 : t < π) :
    0 < 1 - 2 * m * (1 - cos t) := by
  obtain ⟨ha, hb⟩ := cos_bounds h0 h1
  nlinarith [mul_nonneg ha.le (sub_nonneg.2 hm)]

lemma phase_mem {N j : ℕ} (hj : 0 < j) (hjN : j < N) :
    0 < (j : ℝ) * π / N ∧ (j : ℝ) * π / N < π := by
  have hj' : (0 : ℝ) < j := by exact_mod_cast hj
  have hN : (j : ℝ) < N := by exact_mod_cast hjN
  have hN0 : (0 : ℝ) < N := hj'.trans hN
  refine ⟨by positivity, ?_⟩
  rw [div_lt_iff₀ hN0]
  nlinarith [mul_pos (sub_pos.2 hN) pi_pos]

lemma sin_step (y t : ℝ) :
    sin ((y + 2) * t) = 2 * cos t * sin ((y + 1) * t) - sin (y * t) := by
  rw [show (y + 2) * t = (y + 1) * t + t by ring, show y * t = (y + 1) * t - t by ring,
    sin_add, sin_sub]
  ring

/-- For mass weight `m ≤ 1/4`, spacing `h > 0` and `0 < j < N`, the sampled sine with `j` half-waves
in the box solves the discrete problem. -/
theorem sine_isBoxMode {m h : ℝ} (hm : m ≤ 1 / 4) (hh : 0 < h) {N j : ℕ}
    (hj : 0 < j) (hjN : j < N) :
    IsBoxMode m h N (eigenvalue m h (j * π / N)) (fun i => sin (i * (j * π / N))) := by
  obtain ⟨h0, h1⟩ := phase_mem hj hjN
  have hN : (N : ℝ) ≠ 0 := by
    have : N ≠ 0 := by omega
    exact_mod_cast this
  have hend : (N : ℝ) * (j * π / N) = j * π := by field_simp
  refine ⟨by simp, ?_, ⟨1, by omega, ?_⟩, ?_⟩
  · change sin ((N : ℝ) * (j * π / N)) = 0
    rw [hend, sin_nat_mul_pi]
  · simpa using (sin_pos_of_pos_of_lt_pi h0 h1).ne'
  · intro i _
    have hD := (mass_pos hm h0 h1).ne'
    have hs := sin_step i (j * π / N)
    push_cast
    generalize (j : ℝ) * π / N = t at *
    have hh2 : h ^ 2 ≠ 0 := pow_ne_zero 2 hh.ne'
    have key : h ^ 2 * eigenvalue m h t * (1 - 2 * m * (1 - cos t)) = 2 * (1 - cos t) := by
      unfold eigenvalue
      rw [mul_comm (h ^ 2), div_mul_cancel₀ _ hh2, div_mul_cancel₀ _ hD]
    rw [hs]
    linear_combination (-sin (((i : ℝ) + 1) * t)) * key

/-- A nonzero solution of `u(i+2) = 2c u(i+1) - u(i)` that vanishes at both walls has
`c = cos(jπ/N)` for some `0 < j < N`. -/
theorem wall_quantisation {N : ℕ} {c : ℝ} {u : ℕ → ℝ} (h0 : u 0 = 0) (hN : u N = 0)
    (hu : ∃ i, i < N ∧ u i ≠ 0)
    (hr : ∀ i, i + 1 < N → u (i + 2) = 2 * c * u (i + 1) - u i) :
    ∃ j : ℕ, 0 < j ∧ j < N ∧ c = cos (j * π / N) := by
  obtain ⟨k, hk, huk⟩ := hu
  obtain ⟨M, rfl⟩ : ∃ M, N = M + 1 := ⟨N - 1, by omega⟩
  have hu1 : u 1 ≠ 0 := by
    intro h1
    have hz : ∀ i, i < M + 1 → u i = 0 ∧ u (i + 1) = 0 := by
      intro i
      induction i with
      | zero => exact fun _ => ⟨h0, h1⟩
      | succ i ih =>
        intro hi
        obtain ⟨ha, hb⟩ := ih (by omega)
        exact ⟨hb, by rw [hr i hi, ha, hb]; ring⟩
    exact huk (hz k hk).1
  -- for |c| ≥ 1 the amplitude grows from node to node
  have hc : |c| < 1 := by
    by_contra hcon
    have hg : ∀ i, i < M + 1 → |u i| + |u 1| ≤ |u (i + 1)| := by
      intro i
      induction i with
      | zero => intro _; simp [h0]
      | succ i ih =>
        intro hi
        have h2 := ih (by omega)
        have h3 := abs_sub_abs_le_abs_sub (2 * c * u (i + 1)) (u i)
        rw [← hr i hi, abs_mul, abs_mul, abs_two] at h3
        change |u (i + 1)| + |u 1| ≤ |u (i + 2)|
        nlinarith [mul_nonneg (sub_nonneg.2 (not_lt.1 hcon)) (abs_nonneg (u (i + 1)))]
    have h2 := hg M (by omega)
    rw [hN, abs_zero] at h2
    linarith [abs_pos.2 hu1, abs_nonneg (u M)]
  obtain ⟨hc1, hc2⟩ := abs_lt.1 hc
  have hcos := cos_arccos hc1.le hc2.le
  have hp := arccos_pos.2 hc2
  have hq : arccos c < π := lt_of_le_of_ne (arccos_le_pi c) (fun e => by
    rw [e, cos_pi] at hcos
    linarith)
  generalize arccos c = θ at *
  have hs : ∀ i : ℕ, i < M + 1 → u i * sin θ = u 1 * sin (i * θ) ∧
      u (i + 1) * sin θ = u 1 * sin (((i : ℝ) + 1) * θ) := by
    intro i
    induction i with
    | zero => intro _; simp [h0]
    | succ i ih =>
      intro hi
      obtain ⟨ha, hb⟩ := ih (by omega)
      push_cast
      refine ⟨hb, ?_⟩
      rw [show (i : ℝ) + 1 + 1 = i + 2 by ring, sin_step, hcos]
      change u (i + 2) * sin θ = _
      rw [hr i hi]
      linear_combination 2 * c * hb - ha
  have hz := (hs M (by omega)).2
  rw [hN, zero_mul] at hz
  obtain ⟨n, hn⟩ := sin_eq_zero_iff.1 ((mul_eq_zero.1 hz.symm).resolve_left hu1)
  have hM : (0 : ℝ) < (M : ℝ) + 1 := by positivity
  have hn0 : (0 : ℝ) < n := by
    by_contra hcon
    nlinarith [mul_pos hM hp, mul_nonneg (sub_nonneg.2 (not_lt.1 hcon)) pi_pos.le]
  have hnM : (n : ℝ) < (M : ℝ) + 1 := by
    by_contra hcon
    nlinarith [mul_pos hM (sub_pos.2 hq),
      mul_nonneg (sub_nonneg.2 (not_lt.1 hcon)) pi_pos.le]
  have hn0' : 0 < n := by exact_mod_cast hn0
  lift n to ℕ using hn0'.le
  refine ⟨n, by exact_mod_cast hn0', by exact_mod_cast hnM, ?_⟩
  rw [← hcos]
  congr 1
  push_cast at hn ⊢
  rw [eq_div_iff hM.ne']
  linarith

/-- For `m ≤ 1/4` and `h > 0`, the real eigenvalues of the discrete box are exactly the values of
the eigenvalue formula at the phases `jπ/N` with `0 < j < N`. -/
theorem box_spectrum {m h : ℝ} (hm : m ≤ 1 / 4) (hh : 0 < h) (N : ℕ) (μ : ℝ) :
    (∃ u, IsBoxMode m h N μ u) ↔
      ∃ j : ℕ, 0 < j ∧ j < N ∧ μ = eigenvalue m h (j * π / N) := by
  constructor
  · rintro ⟨u, h0, hN, hu, he⟩
    have hh2 : h ^ 2 ≠ 0 := by positivity
    have hw : ∀ i, i + 1 < N → (2 * u (i + 1) - u i - u (i + 2)) * (1 + μ * h ^ 2 * m) =
        μ * h ^ 2 * u (i + 1) := by
      intro i hi
      linear_combination he i hi
    have h1 : 1 + μ * h ^ 2 * m ≠ 0 := by
      intro hz
      have hq : μ * h ^ 2 ≠ 0 := by
        intro hq
        rw [hq] at hz
        norm_num at hz
      obtain ⟨i, hi, hui⟩ := hu
      cases i with
      | zero => exact hui h0
      | succ i =>
        have h2 := hw i hi
        rw [hz, mul_zero] at h2
        exact hui ((mul_eq_zero.1 h2.symm).resolve_left hq)
    obtain ⟨κ, hκ⟩ : ∃ κ, κ * (1 + μ * h ^ 2 * m) = μ * h ^ 2 :=
      ⟨_, div_mul_cancel₀ _ h1⟩
    obtain ⟨j, hj, hjN, hc⟩ := wall_quantisation (c := 1 - κ / 2) h0 hN hu (fun i hi =>
      mul_left_cancel₀ h1 (by linear_combination u (i + 1) * hκ - hw i hi))
    refine ⟨j, hj, hjN, ?_⟩
    obtain ⟨ht0, ht1⟩ := phase_mem hj hjN
    unfold eigenvalue
    rw [eq_div_iff hh2, eq_div_iff (mass_pos hm ht0 ht1).ne', ← hc]
    linear_combination -hκ
  · rintro ⟨j, hj, hjN, rfl⟩
    exact ⟨_, sine_isBoxMode hm hh hj hjN⟩

/-- At fixed spacing `h > 0` and phase `0 < t < π`, moving mass to the neighbouring nodes
raises the eigenvalue, for weights up to `1/4`. -/
theorem eigenvalue_lt {m m' h t : ℝ} (hmm : m < m') (hm : m' ≤ 1 / 4) (hh : 0 < h)
    (h0 : 0 < t) (h1 : t < π) : eigenvalue m h t < eigenvalue m' h t := by
  have ha := (cos_bounds h0 h1).1
  refine div_lt_div_of_pos_right ?_ (by positivity)
  rw [div_lt_div_iff₀ (mass_pos (hmm.le.trans hm) h0 h1) (mass_pos hm h0 h1)]
  nlinarith [mul_pos (mul_pos ha ha) (sub_pos.2 hmm)]

lemma nonneg_of_deriv {f g : ℝ → ℝ} (h0 : f 0 = 0) (hd : ∀ x, HasDerivAt f (g x) x)
    (hg : ∀ x, 0 ≤ x → 0 ≤ g x) (x : ℝ) (hx : 0 ≤ x) : 0 ≤ f x := by
  have hmono : MonotoneOn f (Set.Ici 0) := by
    refine monotoneOn_of_deriv_nonneg (convex_Ici 0)
      (fun y _ => (hd y).continuousAt.continuousWithinAt)
      (fun y _ => (hd y).differentiableAt.differentiableWithinAt) (fun y hy => ?_)
    rw [(hd y).deriv]
    exact hg y (interior_subset hy)
  have h2 := hmono (Set.mem_Ici.2 le_rfl) (Set.mem_Ici.2 hx) hx
  rwa [h0] at h2

lemma taylor_bounds (x : ℝ) (hx : 0 ≤ x) :
    cos x ≤ 1 - x ^ 2 / 2 + x ^ 4 / 24 ∧ sin x ≤ x - x ^ 3 / 6 + x ^ 5 / 120 := by
  have p (n : ℕ) (y : ℝ) : HasDerivAt (fun z : ℝ => z ^ (n + 1)) (((n : ℝ) + 1) * y ^ n) y := by
    simpa using hasDerivAt_pow (n + 1) y
  have s3 := nonneg_of_deriv (f := fun y => sin y - (y - y ^ 3 / 6))
    (g := fun y => cos y - (1 - y ^ 2 / 2)) (by simp)
    (fun y => ((hasDerivAt_sin y).fun_sub ((hasDerivAt_id' y).fun_sub
      ((p 2 y).div_const 6))).congr_deriv (by push_cast; ring))
    (fun y _ => sub_nonneg.2 (one_sub_sq_div_two_le_cos))
  have c4 := nonneg_of_deriv (f := fun y => 1 - y ^ 2 / 2 + y ^ 4 / 24 - cos y)
    (g := fun y => sin y - (y - y ^ 3 / 6)) (by simp)
    (fun y => (((((hasDerivAt_const y (1 : ℝ)).fun_sub ((p 1 y).div_const 2)).fun_add
      ((p 3 y).div_const 24)).fun_sub (hasDerivAt_cos y))).congr_deriv (by push_cast; ring)) s3
  have s5 := nonneg_of_deriv (f := fun y => y - y ^ 3 / 6 + y ^ 5 / 120 - sin y)
    (g := fun y => 1 - y ^ 2 / 2 + y ^ 4 / 24 - cos y) (by simp)
    (fun y => (((((hasDerivAt_id' y).fun_sub ((p 2 y).div_const 6)).fun_add
      ((p 4 y).div_const 120)).fun_sub (hasDerivAt_sin y))).congr_deriv (by push_cast; ring)) c4
  exact ⟨sub_nonneg.1 (c4 x hx), sub_nonneg.1 (s5 x hx)⟩

lemma phase_bounds {t : ℝ} (h0 : 0 < t) (h1 : t < π) :
    12 * (1 - cos t) < t ^ 2 * (5 + cos t) ∧ t ^ 2 * (2 + cos t) < 6 * (1 - cos t) := by
  -- pass to the half angle, where short Taylor polynomials suffice
  obtain ⟨x, rfl⟩ : ∃ x, t = 2 * x := ⟨t / 2, by ring⟩
  have hx : 0 < x := by linarith
  obtain ⟨hc, hs⟩ := taylor_bounds x hx.le
  have hs0 : 0 ≤ sin x := (sin_pos_of_pos_of_lt_pi hx (by linarith)).le
  have hc0 : 0 ≤ cos x := cos_nonneg_of_mem_Icc ⟨by linarith, by linarith⟩
  have hS := pow_le_pow_left₀ hs0 hs 2
  have hC := pow_le_pow_left₀ hc0 hc 2
  have hsc := sin_sq_add_cos_sq x
  have hb : 0 ≤ 5 / 2 - x ^ 2 := by nlinarith [pi_lt_d2]
  have hx2 : 0 < x ^ 2 := by positivity
  rw [cos_two_mul]
  constructor
  · have hK : 0 < 1 / 5 - 13 * x ^ 2 / 360 + 37 * (x ^ 2) ^ 2 / 14400
        - (x ^ 2) ^ 3 / 14400 := by
      nlinarith [mul_nonneg (sq_nonneg (x ^ 2)) hb, sq_nonneg (x ^ 2)]
    have hP := mul_pos (pow_pos hx2 3) hK
    have hM := mul_le_mul_of_nonneg_right hS (show 0 ≤ 3 + x ^ 2 by positivity)
    have hlt : sin x ^ 2 * (3 + x ^ 2) < 3 * x ^ 2 := by
      refine lt_of_le_of_lt hM ?_
      linear_combination hP
    rw [show cos x ^ 2 = 1 - sin x ^ 2 by linarith]
    linear_combination 8 * hlt
  · have hK : 0 < 1 - 13 * x ^ 2 / 24 + 5 * (x ^ 2) ^ 2 / 64 - (x ^ 2) ^ 3 / 288 := by
      nlinarith [mul_nonneg (sq_nonneg (x ^ 2)) hb, sq_nonneg (5 / 2 - x ^ 2)]
    have hP := mul_pos (pow_pos hx2 2) hK
    have hM := mul_le_mul_of_nonneg_right hC (show 0 ≤ 3 + 2 * x ^ 2 by positivity)
    linear_combination 4 * hM + 4 * hP

/-- For `h > 0` and `0 < t < π`, every mass weight `m ≤ 1/12` puts the discrete eigenvalue
below the exact value `(t/h)²`. -/
theorem eigenvalue_below {m h t : ℝ} (hm : m ≤ 1 / 12) (hh : 0 < h) (h0 : 0 < t) (h1 : t < π) :
    eigenvalue m h t < (t / h) ^ 2 := by
  rw [div_pow]
  refine div_lt_div_of_pos_right ?_ (by positivity)
  rw [div_lt_iff₀ (mass_pos (by linarith) h0 h1)]
  nlinarith [(phase_bounds h0 h1).1,
    mul_nonneg (mul_nonneg (sq_nonneg t) (cos_bounds h0 h1).1.le) (sub_nonneg.2 hm)]

/-- For `h > 0` and `0 < t < π`, every mass weight `1/6 ≤ m ≤ 1/4` puts the discrete eigenvalue
above the exact value `(t/h)²`. -/
theorem eigenvalue_above {m h t : ℝ} (hm : 1 / 6 ≤ m) (hm' : m ≤ 1 / 4) (hh : 0 < h)
    (h0 : 0 < t) (h1 : t < π) : (t / h) ^ 2 < eigenvalue m h t := by
  rw [div_pow]
  refine div_lt_div_of_pos_right ?_ (by positivity)
  rw [lt_div_iff₀ (mass_pos hm' h0 h1)]
  nlinarith [(phase_bounds h0 h1).2,
    mul_nonneg (mul_nonneg (sq_nonneg t) (cos_bounds h0 h1).1.le) (sub_nonneg.2 hm)]

/-- The mass weights `0`, `1/12` and `1/6` give the three-point, Numerov and consistent-mass
linear finite-element eigenvalues. -/
theorem eigenvalue_schemes (h t : ℝ) :
    eigenvalue 0 h t = 2 * (1 - cos t) / h ^ 2 ∧
    eigenvalue (1 / 12) h t = 12 * (1 - cos t) / (5 + cos t) / h ^ 2 ∧
    eigenvalue (1 / 6) h t = 6 * (1 - cos t) / (2 + cos t) / h ^ 2 := by
  have hc := neg_one_le_cos t
  refine ⟨by simp [eigenvalue], ?_, ?_⟩
  · unfold eigenvalue
    congr 1
    rw [div_eq_div_iff (by linarith) (by linarith)]
    ring
  · unfold eigenvalue
    congr 1
    rw [div_eq_div_iff (by linarith) (by linarith)]
    ring

/-- In a box of length `L > 0` cut into `N` equal intervals, the eigenvalues of mode `0 < j < N`
are ordered: three-point, Numerov, exact `(jπ/L)²`, consistent linear finite element. -/
theorem box_error_signs {L h t : ℝ} {N j : ℕ} (hL : 0 < L) (hj : 0 < j) (hjN : j < N)
    (hh : h = L / N) (ht : t = j * π / N) :
    2 * (1 - cos t) / h ^ 2 < 12 * (1 - cos t) / (5 + cos t) / h ^ 2 ∧
    12 * (1 - cos t) / (5 + cos t) / h ^ 2 < (j * π / L) ^ 2 ∧
    (j * π / L) ^ 2 < 6 * (1 - cos t) / (2 + cos t) / h ^ 2 := by
  have hN : (0 : ℝ) < N := by exact_mod_cast hj.trans hjN
  have hh0 : 0 < h := by rw [hh]; positivity
  obtain ⟨h0, h1⟩ := phase_mem hj hjN
  rw [← ht] at h0 h1
  have hk : (j : ℝ) * π / L = t / h := by
    rw [ht, hh]
    field_simp
  obtain ⟨e1, e2, e3⟩ := eigenvalue_schemes h t
  rw [hk, ← e1, ← e2, ← e3]
  exact ⟨eigenvalue_lt (by norm_num) (by norm_num) hh0 h0 h1,
    eigenvalue_below le_rfl hh0 h0 h1, eigenvalue_above le_rfl (by norm_num) hh0 h0 h1⟩

end

end BoxDiscretisation
```

```lean
#print axioms BoxDiscretisation.box_spectrum
#print axioms BoxDiscretisation.box_error_signs
```

```
'BoxDiscretisation.box_spectrum' depends on axioms: [propext, Classical.choice, Quot.sound]
'BoxDiscretisation.box_error_signs' depends on axioms: [propext, Classical.choice, Quot.sound]
```

## One grid equation for three schemes

A box of length $L$ is cut into $N$ intervals of length $h=L/N$, and $u_i$ is the value at node $i$. `IsBoxMode m h N μ u` says that $u_0=u_N=0$, that some $u_i$ with $i<N$ is nonzero, and that for $i+1<N$

$$2u_{i+1}-u_i-u_{i+2}=h^2\mu\,\bigl(mu_i+(1-2m)u_{i+1}+mu_{i+2}\bigr).$$

The three-point formula has $m=0$, Numerov's has $m=1/12$, and linear elements with their consistent mass matrix have $m=1/6$. In the code's comments, "mass" refers to this weighting, as in the finite-element mass matrix, and not to the mass of a particle. These stencils are taken as definitions and are not derived from the differential equation in Lean. Likewise, $(j\pi/L)^2$ enters as a number; it is the eigenvalue belonging to $\sin(j\pi x/L)$.

The theorem `box_spectrum` states that, for $h>0$ and $m\le 1/4$, the real eigenvalues are exactly

$$\mu=\frac{2(1-\cos t)}{h^2\,[1-2m(1-\cos t)]},\qquad t=\frac{j\pi}{N},\quad 0<j<N.$$

The condition $m\le1/4$ keeps the bracket positive, since $0<1-\cos t<2$. For each such $j$, `box_error_signs` then gives the order three-point < Numerov < exact < finite element.

For one particle in a one-dimensional box with no potential inside, multiplying $\mu$ by $\hbar^2/2M$, with $M$ the particle's mass, gives the energy. The result therefore fixes the sign of the kinetic-energy error on a uniform grid in this model.

## From sines to the complete spectrum

Put $u_i=\sin(it)$. The addition formulas (`sin_step`) give $u_i+u_{i+2}=2\cos t\,u_{i+1}$, so the grid equation becomes

$$2(1-\cos t)\,u_{i+1}=h^2\mu\,[1-2m(1-\cos t)]\,u_{i+1}.$$

This yields the eigenvalue formula, and $t=j\pi/N$ makes $u_N$ vanish. That is `sine_isBoxMode`; a factor $\sqrt{2/N}$ would give the vector unit Euclidean norm.

Conversely, let $u$ be any eigenvector and $q=h^2\mu$. Rearranging gives

$$(2u_{i+1}-u_i-u_{i+2})(1+qm)=q\,u_{i+1}.$$

If $1+qm=0$, then $q\ne0$ and every interior value vanishes, a contradiction. Hence, with $\kappa=q/(1+qm)$ and $c=1-\kappa/2$,

$$u_{i+2}=2c\,u_{i+1}-u_i.$$

The lemma `wall_quantisation` finds the allowed $c$. First, $u_1\ne0$, because otherwise the recurrence makes everything zero. If $|c|\ge1$, induction gives

$$|u_{i+2}|\ge2|u_{i+1}|-|u_i|\ge|u_{i+1}|+|u_1|,$$

so $|u_N|\ge|u_1|>0$, contradicting the wall condition. Thus $c=\cos\theta$ with $0<\theta<\pi$. A second induction gives $u_i\sin\theta=u_1\sin(i\theta)$, and $u_N=0$ forces $\theta=j\pi/N$ with $0<j<N$. Finally $\kappa=2(1-\cos\theta)$ and $q=\kappa/(1-m\kappa)$, which is the same formula with $t=\theta$.

## The signs of the errors

At fixed $h$ and $t$, increasing $m$ lowers the positive denominator and leaves the positive numerator alone. The eigenvalue therefore rises (`eigenvalue_lt`), which places three-point below Numerov.

The exact value is $(t/h)^2$. Comparing it with the formulas for $m=1/12$ and $m=1/6$ leaves two inequalities on $0<t<\pi$, proved in `phase_bounds`:

$$12(1-\cos t)<t^2(5+\cos t),\qquad t^2(2+\cos t)<6(1-\cos t).$$

With $t=2x$ and $0<x<\pi/2$, they become

$$(3+x^2)\sin^2x<3x^2,\qquad (3+2x^2)\cos^2x<3-x^2.$$

Starting from $\cos x\ge1-x^2/2$, three integrations from zero give the bounds in `taylor_bounds`:

$$\sin x\le x-\frac{x^3}{6}+\frac{x^5}{120},\qquad \cos x\le1-\frac{x^2}{2}+\frac{x^4}{24}.$$

Lean expresses each integration as a monotonicity statement, `nonneg_of_deriv`. Both functions are nonnegative here, so the bounds may be squared. With $y=x^2$, the right side minus the left side is at least, respectively,

$$y^3\left(\frac15-\frac{13y}{360}+\frac{37y^2-y^3}{14400}\right),\qquad y^2\left(1-\frac{13y}{24}+\frac{5y^2}{64}-\frac{y^3}{288}\right).$$

Since $0<y<5/2$, the first bracket exceeds $1/5-13y/360>0$. In the second, $y^3\le 5y^2/2$ gives the lower bound $(1-y/3)(1-5y/24)>0$. In Lean, `nlinarith` proves the brackets positive and `linear_combination` does the polynomial bookkeeping.

The theorems `eigenvalue_below` and `eigenvalue_above` extend the signs to all $m\le1/12$ and all $1/6\le m\le1/4$. `eigenvalue_schemes` inserts the three weights, and `box_error_signs` substitutes $h=L/N$ and $t=j\pi/N$.

## One and two interior nodes

For $N=2$ there is one interior node, and the grid equation reads $2u_1=h^2\mu(1-2m)u_1$. With $h=L/2$, the three schemes give $8/L^2$, $9.6/L^2$ and $12/L^2$, against the exact $\pi^2/L^2\approx9.87/L^2$.

For $N=3$, $L=1$ and $j=2$, we have $\cos t=-1/2$ and $1/h^2=9$. The three-point value is $3\cdot9=27$, Numerov's is $4\cdot9=36$, and the finite-element value is $6\cdot9=54$. The exact value is $4\pi^2\approx39.48$.
